# The group speed in a Kane band stays strictly below 1/√(2mα)

A Kane band is a nonparabolic dispersion in which the energy E(k) ≥ 0 satisfies E(1 + αE) = k²/(2m) at every real wavenumber k, in units with ħ = 1. The theorem `speed_lt` says that, for m > 0 and α > 0, the group speed |dE/dk| is strictly less than 1/√(2mα) at every k. The proof takes the group velocity k/(m(1 + 2αE)) from an earlier theorem and tries to compare its square with 1/(2mα). Since (m(1 + 2αE))² = m(m + 2αk²), the comparison comes down to 2mαk² < m² + 2mαk², which holds because m² is positive.

As first written in Lean, the proof fails:

```lean
import Mathlib

open Filter Topology

namespace SpeedLt

noncomputable section

/-- A Kane band with band-edge mass `m` and nonparabolicity `α` (units with `ħ = 1`): a nonnegative
energy `E k` obeying `E (1 + α E) = k² / (2m)` at every wavenumber. The domain is `m ≠ 0`. -/
def IsKaneBand (m α : ℝ) (E : ℝ → ℝ) : Prop :=
  ∀ k, 0 ≤ E k ∧ E k * (1 + α * E k) = k ^ 2 / (2 * m)

/-- The explicit square-root dispersion `(√(1 + 2αk²/m) - 1) / (2α)`, for `m, α > 0`. -/
def kaneEnergy (m α k : ℝ) : ℝ :=
  (√(1 + 2 * α * k ^ 2 / m) - 1) / (2 * α)

variable {m α : ℝ} {E : ℝ → ℝ}

/-- Completing the square in the Kane relation, for `m > 0`: `m (1 + 2αE)² = m + 2αk²`. -/
theorem mass_factor_sq (hm : 0 < m) (h : IsKaneBand m α E) (k : ℝ) :
    m * (1 + 2 * α * E k) ^ 2 = m + 2 * α * k ^ 2 := by
  have hk : m * (k ^ 2 / (2 * m)) = k ^ 2 / 2 := by field_simp
  linear_combination 4 * α * m * (h k).2 + 4 * α * hk

/-- For a Kane band `E` with `m, α > 0`, the square root in the explicit dispersion equals
`1 + 2αE`. -/
theorem sqrt_eq_mass_factor (hα : 0 < α) (h : IsKaneBand m α E) (k : ℝ) :
    √(1 + 2 * α * k ^ 2 / m) = 1 + 2 * α * E k := by
  have h0 := (h k).1
  have hsq : 1 + 2 * α * k ^ 2 / m = (1 + 2 * α * E k) ^ 2 := by
    linear_combination (-4 * α) * (h k).2
  rw [hsq, Real.sqrt_sq (by positivity)]

/-- For `m, α > 0` the explicit square-root dispersion is a Kane band, and it is the only one. -/
theorem isKaneBand_iff (hm : 0 < m) (hα : 0 < α) :
    IsKaneBand m α E ↔ E = kaneEnergy m α := by
  constructor
  · intro h
    funext k
    unfold kaneEnergy
    rw [sqrt_eq_mass_factor hα h k, eq_div_iff (by positivity)]
    ring
  · rintro rfl k
    have hnn : 0 ≤ 2 * α * k ^ 2 / m := by positivity
    have hs : √(1 + 2 * α * k ^ 2 / m) ^ 2 = 1 + 2 * α * k ^ 2 / m :=
      Real.sq_sqrt (by linarith)
    have h1 : 1 ≤ √(1 + 2 * α * k ^ 2 / m) :=
      (Real.le_sqrt' one_pos).mpr (by linarith)
    have key : ∀ s : ℝ, 2 * α * ((s - 1) / (2 * α)) = s - 1 := fun s => by field_simp
    have hE : 2 * α * kaneEnergy m α k = √(1 + 2 * α * k ^ 2 / m) - 1 := key _
    refine ⟨div_nonneg (by linarith) (by positivity), ?_⟩
    have h4 : 4 * α ≠ 0 := by positivity
    apply mul_left_cancel₀ h4
    linear_combination hs +
      (2 * α * kaneEnergy m α k + √(1 + 2 * α * k ^ 2 / m) + 1) * hE

/-- Group velocity of a Kane band with `m, α > 0`: `E' = k / (m (1 + 2αE))`. -/
theorem group_velocity (hm : 0 < m) (hα : 0 < α) (h : IsKaneBand m α E) (k : ℝ) :
    HasDerivAt E (k / (m * (1 + 2 * α * E k))) k := by
  have h0 := (h k).1
  have h2 : HasDerivAt (fun q : ℝ => q ^ 2) (2 * k) k := by
    simpa using hasDerivAt_pow 2 k
  have hg : HasDerivAt (fun q : ℝ => 1 + 2 * α * q ^ 2 / m) (2 * α * (2 * k) / m) k :=
    ((h2.const_mul (2 * α)).div_const m).const_add 1
  have hpos : 1 + 2 * α * k ^ 2 / m ≠ 0 := by positivity
  have hs := ((hg.sqrt hpos).sub_const 1).div_const (2 * α)
  -- transfer the derivative from the explicit root to the given band
  have hfun := (isKaneBand_iff hm hα).mp h
  have hE : HasDerivAt E
      (2 * α * (2 * k) / m / (2 * √(1 + 2 * α * k ^ 2 / m)) / (2 * α)) k := by
    rw [hfun]
    exact hs
  refine hE.congr_deriv ?_
  rw [sqrt_eq_mass_factor hα h k, div_div, div_div,
    div_eq_div_iff (by positivity) (by positivity)]
  ring

/-- For `m, α > 0` the speed in a Kane band stays strictly below `1 / √(2mα)`. -/
theorem speed_lt (hm : 0 < m) (hα : 0 < α) (h : IsKaneBand m α E) (k : ℝ) :
    |deriv E k| < 1 / √(2 * m * α) := by
  have h0 := (h k).1
  have hsq : (m * (1 + 2 * α * E k)) ^ 2 = m * (m + 2 * α * k ^ 2) := by
    rw [← mass_factor_sq hm h k]
    ring
  rw [(group_velocity hm hα h k).deriv, one_div, ← Real.sqrt_inv]
  apply Real.abs_lt_sqrt
  rw [div_pow, ← one_div, div_lt_div_iff₀ (by positivity) (by positivity), hsq]
  nlinarith [mul_pos hm hm]

end

end SpeedLt
```

Compiling this gives:

```
Main.lean:87:8: error(lean.unknownIdentifier): Unknown constant `Real.abs_lt_sqrt`
Main.lean:88:6: error: No goals to be solved
```

What went wrong. The first message says that no constant called `Real.abs_lt_sqrt` exists. The proof needed it to turn a bound on an absolute value by a square root into a bound on the square. The second message follows from the first: after reporting the unknown name, Lean carried on as if the goal were closed, so the next `rw` had nothing to work on.

The repair uses `Real.lt_sqrt`, which says that, for nonnegative `y`, `y < √x` is equivalent to `y ^ 2 < x`. Here `y` is the absolute value of the velocity, and `abs_nonneg _` supplies its nonnegativity. The new goal therefore contains the square of an absolute value, and `sq_abs` removes the bars so that `div_pow` can find the square of a quotient.

The diff also replaces `div_lt_div_iff₀` with `lt_div_iff₀`, `div_mul_eq_mul_div` and `div_lt_one`, which clear the two denominators one after the other. The messages don't show whether this change was needed, because the original rewrite never had a goal to act on.

This version goes through:

```diff
@@ -85,6 +85,7 @@
     ring
   rw [(group_velocity hm hα h k).deriv, one_div, ← Real.sqrt_inv]
-  apply Real.abs_lt_sqrt
-  rw [div_pow, ← one_div, div_lt_div_iff₀ (by positivity) (by positivity), hsq]
+  apply (Real.lt_sqrt (abs_nonneg _)).mpr
+  rw [sq_abs, div_pow, ← one_div, lt_div_iff₀ (by positivity), div_mul_eq_mul_div,
+    div_lt_one (by positivity), hsq]
   nlinarith [mul_pos hm hm]
 
```
